# The two-site transverse Ising Hamiltonian $-J\,XX-h(ZI+IZ)$ has energies $\pm J$ and $\pm\sqrt{J^2+4h^2}$

The energy levels of two coupled spins in a transverse field can be computed from a concrete $4\times4$ matrix or from an algebraic expression in Majorana operators, and the formalisation below uses both. The matrix has a characteristic polynomial, which fixes the multiplicities. The algebraic form gives an identity for $H^2$ that holds in every representation.

## Four levels and an identity for $H^2$

Let $X,Y,Z$ be the Pauli matrices, $I$ the $2\times2$ identity, and $XX=X\otimes X$, and similarly for other pairs. For real coupling $J$ and real field $h$,
$$H=-J\,XX-h(ZI+IZ),\qquad \det(x-H)=(x^2-J^2)(x^2-J^2-4h^2).$$

Define $g_0=XI$, $g_1=YI$, $g_2=ZX$, $g_3=ZY$. Then
$$H=iJ\,g_1g_2+ih(g_0g_1+g_2g_3),\qquad H^2=J^2+2h^2(1+P),$$
where $P=-g_0g_1g_2g_3=ZZ$ is the parity. Numbering starts at 0, and the operators square to 1, where some texts use $1/2$. Many texts also exchange the roles of $X$ and $Z$ in the Ising model.

## Checking a Hamiltonian builder and a qubit encoding

An exact-diagonalisation or qubit-mapping code can be compared with these four levels, for a two-site open chain whose fermionic form is quadratic and therefore non-interacting. A builder that loops over periodic bonds counts the single bond twice when there are two sites, and its output then matches the formula with $2J$ in place of $J$.

The spectrum is even in $J$ and in $h$, so it does not reveal a wrong sign in either. Comparing the matrices on the two sides of $H=iJ\,g_1g_2+ih(g_0g_1+g_2g_3)$ reveals a sign error made on one side only, if the parameter concerned is nonzero. If both sides carry the same wrong sign, they still agree.

## From Pauli products to the spectrum

The four operators square to 1 and anticommute pairwise: on the first qubit $X$, $Y$ and $Z$ anticommute, and $g_2,g_3$ share the factor $Z$ there but differ by $X$ and $Y$ on the second. From $XY=iZ$ and $YZ=iX$,
$$g_0g_1=i\,ZI,\qquad g_1g_2=i\,XX,\qquad g_2g_3=i\,IZ.$$
Multiplying by $iJ$ or $ih$ turns each $i$ into $-1$ and gives the Ising Hamiltonian. Also $P=-(i\,ZI)(i\,IZ)=ZZ$.

Now use only the Majorana relations. Write $p=g_1g_2$, $q=g_0g_1$, $r=g_2g_3$. Each squares to $-1$; for example,
$$p^2=g_1g_2g_1g_2=-g_1^2g_2^2=-1.$$
The products $p$ and $q$ share one operator and anticommute:
$$pq=g_1g_2g_0g_1=-g_1g_0g_2g_1=-g_0g_1g_1g_2=-qp.$$
In the same way $rp=-pr$. The products $q$ and $r$ share no operator. Moving one past the other takes four sign changes, so $rq=qr$. Hence
$$\begin{aligned}
H^2&=-J^2p^2-Jh(pq+qp+pr+rp)-h^2(q^2+r^2+qr+rq)\\
&=J^2+2h^2(1-qr)=J^2+2h^2(1+P).
\end{aligned}$$
Since $P^2=qrqr=q^2r^2=1$,
$$(H^2-J^2)(H^2-J^2-4h^2)=2h^2(1+P)\,2h^2(P-1)=4h^4(P^2-1)=0.$$

This restricts the possible eigenvalues but does not say how often each occurs. For that, order the basis as $|00\rangle,|11\rangle,|01\rangle,|10\rangle$, with $Z|0\rangle=|0\rangle$. The matrix splits into
$$\begin{pmatrix}-2h&-J\\-J&2h\end{pmatrix},\qquad\begin{pmatrix}0&-J\\-J&0\end{pmatrix}.$$
Both traces vanish, and the determinants are $-J^2-4h^2$ and $-J^2$. A $2\times2$ block has characteristic polynomial $x^2-(\text{trace})\,x+\det$, so the blocks contribute $x^2-J^2-4h^2$ and $x^2-J^2$, and their product is the stated quartic.

Finally, $E$ is an eigenvalue exactly when $E-H$ has a nonzero kernel vector, that is, when $\det(E-H)=0$. This means $E^2=J^2$ or $E^2=J^2+4h^2$. When levels coincide, as at $h=0$, the polynomial counts their multiplicity.

## The Lean source

```lean
import Mathlib

open Matrix
open Complex (I)
open Polynomial (X C)
open scoped Kronecker

namespace TwoSiteIsing

noncomputable section

/-- The Pauli matrix X. -/
def pauliX : Matrix (Fin 2) (Fin 2) ℂ := !![0, 1; 1, 0]

/-- The Pauli matrix Y. -/
def pauliY : Matrix (Fin 2) (Fin 2) ℂ := !![0, -I; I, 0]

/-- The Pauli matrix Z. -/
def pauliZ : Matrix (Fin 2) (Fin 2) ℂ := !![1, 0; 0, -1]

/-- Operators on two qubits. -/
abbrev TwoQubitOp := Matrix (Fin 2 × Fin 2) (Fin 2 × Fin 2) ℂ

/-- The two-site transverse Ising Hamiltonian `-J XX - h (ZI + IZ)`. -/
def isingH (J h : ℝ) : TwoQubitOp :=
  (-(J : ℂ)) • (pauliX ⊗ₖ pauliX) - (h : ℂ) • (pauliZ ⊗ₖ 1 + 1 ⊗ₖ pauliZ)

/-- The Jordan-Wigner operators XI, YI, ZX, ZY, numbered from 0 to 3. -/
def jwMajorana : Fin 4 → TwoQubitOp :=
  ![pauliX ⊗ₖ 1, pauliY ⊗ₖ 1, pauliZ ⊗ₖ pauliX, pauliZ ⊗ₖ pauliY]

/-- The Majorana relations: four operators square to one and anticommute pairwise. -/
structure IsMajorana {A : Type*} [Ring A] (g : Fin 4 → A) : Prop where
  sq : ∀ a, g a * g a = 1
  anti : ∀ a b, a ≠ b → g a * g b = -(g b * g a)

/-- The quadratic Hamiltonian `iJ g₁g₂ + ih (g₀g₁ + g₂g₃)` of four operators. -/
def majoranaH {A : Type*} [Ring A] [Algebra ℂ A] (g : Fin 4 → A) (J h : ℝ) : A :=
  (I * (J : ℂ)) • (g 1 * g 2) + (I * (h : ℂ)) • (g 0 * g 1 + g 2 * g 3)

/-- The parity operator `-g₀g₁g₂g₃`. -/
def parity {A : Type*} [Ring A] (g : Fin 4 → A) : A := -(g 0 * g 1 * (g 2 * g 3))

/-- The multiplication table of the Pauli matrices. -/
theorem pauli_mul :
    pauliX * pauliX = 1 ∧ pauliY * pauliY = 1 ∧ pauliZ * pauliZ = 1 ∧
    pauliX * pauliY = I • pauliZ ∧ pauliY * pauliX = (-I) • pauliZ ∧
    pauliY * pauliZ = I • pauliX ∧ pauliZ * pauliY = (-I) • pauliX ∧
    pauliZ * pauliX = I • pauliY ∧ pauliX * pauliZ = (-I) • pauliY := by
  refine ⟨?_, ?_, ?_, ?_, ?_, ?_, ?_, ?_, ?_⟩ <;>
    (ext i j; fin_cases i <;> fin_cases j <;>
      simp [pauliX, pauliY, pauliZ, Matrix.mul_apply, Fin.sum_univ_succ])

/-- The Jordan-Wigner operators XI, YI, ZX, ZY satisfy the Majorana relations. -/
theorem jwMajorana_witness : IsMajorana jwMajorana := by
  obtain ⟨xx, yy, zz, xy, yx, yz, zy, zx, xz⟩ := pauli_mul
  constructor
  · intro a
    fin_cases a <;>
      simp [jwMajorana, ← Matrix.mul_kronecker_mul, xx, yy, zz]
  · intro a b hab
    -- equal indices are excluded; the others follow from the Pauli table
    fin_cases a <;> fin_cases b <;> first
      | exact absurd rfl hab
      | (simp only [jwMajorana, Fin.zero_eta, Fin.mk_one, Fin.reduceFinMk, Fin.isValue,
          Matrix.cons_val, ← Matrix.mul_kronecker_mul, zz, xy, yx, yz, zy, zx, xz,
          mul_one, one_mul, Matrix.smul_kronecker, Matrix.kronecker_smul]
         module)

/-- In the Jordan-Wigner operators the Ising Hamiltonian is
`iJ g₁g₂ + ih (g₀g₁ + g₂g₃)`. -/
theorem isingH_eq_majoranaH (J h : ℝ) : isingH J h = majoranaH jwMajorana J h := by
  obtain ⟨xx, yy, zz, xy, yx, yz, zy, zx, xz⟩ := pauli_mul
  have hI : ∀ (c : ℂ) (M : TwoQubitOp), (I * c) • (I • M) = (-c) • M := by
    intro c M
    rw [smul_smul]
    congr 1
    linear_combination c * Complex.I_mul_I
  simp only [isingH, majoranaH, jwMajorana, Fin.isValue, Matrix.cons_val,
    ← Matrix.mul_kronecker_mul, zz, xy, yz, mul_one, one_mul,
    Matrix.smul_kronecker, Matrix.kronecker_smul, smul_add, hI]
  module

/-- The parity of the Jordan-Wigner operators is the spin operator ZZ. -/
theorem parity_jwMajorana : parity jwMajorana = pauliZ ⊗ₖ pauliZ := by
  obtain ⟨xx, yy, zz, xy, yx, yz, zy, zx, xz⟩ := pauli_mul
  simp only [parity, jwMajorana, Fin.isValue, Matrix.cons_val,
    ← Matrix.mul_kronecker_mul, zz, xy, mul_one, one_mul,
    Matrix.smul_kronecker, Matrix.kronecker_smul, smul_mul_assoc, mul_smul_comm,
    smul_smul, Complex.I_mul_I, neg_smul, one_smul, neg_neg]

section Algebra

variable {A : Type*} [Ring A]

/-- The product of two anticommuting operators that square to one squares to minus one. -/
theorem bilinear_sq {a b : A} (ha : a * a = 1) (hb : b * b = 1)
    (hba : b * a = -(a * b)) : a * b * (a * b) = -1 := by
  calc a * b * (a * b) = a * (b * a) * b := by noncomm_ring
    _ = -((a * a) * (b * b)) := by rw [hba]; noncomm_ring
    _ = -1 := by rw [ha, hb, one_mul]

/-- For three pairwise anticommuting operators, the bilinears `ab` and `bc`, which share
one operator, anticommute. -/
theorem bilinear_anticomm {a b c : A} (hba : b * a = -(a * b)) (hca : c * a = -(a * c))
    (hcb : c * b = -(b * c)) : b * c * (a * b) = -(a * b * (b * c)) := by
  calc b * c * (a * b) = b * (c * a) * b := by noncomm_ring
    _ = -((b * a) * (c * b)) := by rw [hca]; noncomm_ring
    _ = -(a * b * (b * c)) := by rw [hba, hcb]; noncomm_ring

/-- If `c` and `d` each anticommute with `a` and `b`, the bilinears `ab` and `cd` commute. -/
theorem bilinear_comm {a b c d : A} (hca : c * a = -(a * c)) (hcb : c * b = -(b * c))
    (hda : d * a = -(a * d)) (hdb : d * b = -(b * d)) :
    c * d * (a * b) = a * b * (c * d) := by
  calc c * d * (a * b) = c * (d * a) * b := by noncomm_ring
    _ = -((c * a) * (d * b)) := by rw [hda]; noncomm_ring
    _ = -(a * (c * b) * d) := by rw [hca, hdb]; noncomm_ring
    _ = a * b * (c * d) := by rw [hcb]; noncomm_ring

variable [Algebra ℂ A]

/-- For Majorana operators in any complex algebra, `H² = J² + 2h² (1 + P)` with `P` the
parity. -/
theorem majoranaH_sq {g : Fin 4 → A} (hg : IsMajorana g) (J h : ℝ) :
    majoranaH g J h * majoranaH g J h =
      ((J : ℂ) ^ 2) • (1 : A) + (2 * (h : ℂ) ^ 2) • (1 + parity g) := by
  have pp := bilinear_sq (hg.sq 1) (hg.sq 2) (hg.anti 2 1 (by decide))
  have qq := bilinear_sq (hg.sq 0) (hg.sq 1) (hg.anti 1 0 (by decide))
  have rr := bilinear_sq (hg.sq 2) (hg.sq 3) (hg.anti 3 2 (by decide))
  have pq := bilinear_anticomm (hg.anti 1 0 (by decide)) (hg.anti 2 0 (by decide))
    (hg.anti 2 1 (by decide))
  have rp := bilinear_anticomm (hg.anti 2 1 (by decide)) (hg.anti 3 1 (by decide))
    (hg.anti 3 2 (by decide))
  have rq := bilinear_comm (hg.anti 2 0 (by decide)) (hg.anti 2 1 (by decide))
    (hg.anti 3 0 (by decide)) (hg.anti 3 1 (by decide))
  -- collect the two factors of i, then use the relations between the bilinears
  calc majoranaH g J h * majoranaH g J h
      = (I * I) • (((J : ℂ) * J) • (g 1 * g 2 * (g 1 * g 2))
        + ((J : ℂ) * h) • (g 1 * g 2 * (g 0 * g 1) + g 0 * g 1 * (g 1 * g 2)
          + (g 1 * g 2 * (g 2 * g 3) + g 2 * g 3 * (g 1 * g 2)))
        + ((h : ℂ) * h) • (g 0 * g 1 * (g 0 * g 1) + g 2 * g 3 * (g 2 * g 3)
          + (g 0 * g 1 * (g 2 * g 3) + g 2 * g 3 * (g 0 * g 1)))) := by
        simp only [majoranaH, mul_add, add_mul, smul_mul_assoc, mul_smul_comm]
        module
    _ = _ := by
        rw [pp, qq, rr, pq, rp, rq, Complex.I_mul_I, parity]
        module

/-- For Majorana operators in any complex algebra, the Hamiltonian satisfies
`(H² - J²)(H² - J² - 4h²) = 0`. -/
theorem majoranaH_quartic {g : Fin 4 → A} (hg : IsMajorana g) (J h : ℝ) :
    (majoranaH g J h * majoranaH g J h - ((J : ℂ) ^ 2) • (1 : A)) *
      (majoranaH g J h * majoranaH g J h - ((J : ℂ) ^ 2 + 4 * (h : ℂ) ^ 2) • (1 : A)) = 0 := by
  have qq := bilinear_sq (hg.sq 0) (hg.sq 1) (hg.anti 1 0 (by decide))
  have rr := bilinear_sq (hg.sq 2) (hg.sq 3) (hg.anti 3 2 (by decide))
  have rq := bilinear_comm (hg.anti 2 0 (by decide)) (hg.anti 2 1 (by decide))
    (hg.anti 3 0 (by decide)) (hg.anti 3 1 (by decide))
  -- the parity squares to one
  have hP : parity g * parity g = 1 := by
    calc parity g * parity g
        = g 0 * g 1 * (g 2 * g 3 * (g 0 * g 1)) * (g 2 * g 3) := by
          rw [parity]; noncomm_ring
      _ = (g 0 * g 1 * (g 0 * g 1)) * (g 2 * g 3 * (g 2 * g 3)) := by
          rw [rq]; noncomm_ring
      _ = 1 := by rw [qq, rr]; noncomm_ring
  have e1 : majoranaH g J h * majoranaH g J h - ((J : ℂ) ^ 2) • (1 : A)
      = (2 * (h : ℂ) ^ 2) • (1 + parity g) := by
    rw [majoranaH_sq hg]; module
  have e2 : majoranaH g J h * majoranaH g J h - ((J : ℂ) ^ 2 + 4 * (h : ℂ) ^ 2) • (1 : A)
      = (2 * (h : ℂ) ^ 2) • (parity g - 1) := by
    rw [majoranaH_sq hg]; module
  have e3 : (1 + parity g) * (parity g - 1) = parity g * parity g - 1 := by noncomm_ring
  rw [e1, e2, smul_mul_assoc, mul_smul_comm, e3, hP, sub_self, smul_zero, smul_zero]

end Algebra

/-- Reordering of the two-spin basis into aligned spins (left) and opposite spins (right). -/
def paritySectors : Fin 2 × Fin 2 ≃ Fin 2 ⊕ Fin 2 where
  toFun p := if p.1 = p.2 then Sum.inl p.1 else Sum.inr p.1
  invFun := Sum.elim (fun i => (i, i)) (fun i => (i, 1 - i))
  left_inv := by intro p; revert p; decide
  right_inv := by intro s; revert s; decide

/-- The Ising Hamiltonian is block diagonal, with one block for aligned spins and one for
opposite spins. -/
theorem isingH_blocks (J h : ℝ) :
    Matrix.reindex paritySectors paritySectors (isingH J h) =
      Matrix.fromBlocks !![-(2 * (h : ℂ)), -(J : ℂ); -(J : ℂ), 2 * (h : ℂ)] 0 0
        !![0, -(J : ℂ); -(J : ℂ), 0] := by
  ext i j
  rcases i with i | i <;> rcases j with j | j <;> fin_cases i <;> fin_cases j <;>
    simp [isingH, paritySectors, pauliX, pauliZ] <;> ring

/-- The characteristic polynomial of the two-site transverse Ising Hamiltonian is
`(x² - J²)(x² - J² - 4h²)`. -/
theorem isingH_charpoly (J h : ℝ) :
    (isingH J h).charpoly =
      (X ^ 2 - C ((J : ℂ) ^ 2)) * (X ^ 2 - C ((J : ℂ) ^ 2) - C (4 * (h : ℂ) ^ 2)) := by
  -- the characteristic polynomials of the two blocks multiply
  rw [← Matrix.charpoly_reindex paritySectors, isingH_blocks,
    Matrix.charpoly_fromBlocks_zero₁₂, Matrix.charpoly_fin_two, Matrix.charpoly_fin_two]
  simp only [Matrix.trace_fin_two_of, Matrix.det_fin_two_of, map_add, map_sub, map_mul,
    map_neg, map_pow, map_zero, map_ofNat]
  ring

/-- A number `E` is an eigenvalue of the two-site transverse Ising Hamiltonian exactly when
`E² = J²` or `E² = J² + 4h²`. -/
theorem isingH_eigenvalue_iff (J h : ℝ) (E : ℂ) :
    (∃ v : Fin 2 × Fin 2 → ℂ, v ≠ 0 ∧ isingH J h *ᵥ v = E • v) ↔
      E ^ 2 = (J : ℂ) ^ 2 ∨ E ^ 2 = (J : ℂ) ^ 2 + 4 * (h : ℂ) ^ 2 := by
  have key : (Matrix.scalar (Fin 2 × Fin 2) E - isingH J h).det =
      (E ^ 2 - (J : ℂ) ^ 2) * (E ^ 2 - (J : ℂ) ^ 2 - 4 * (h : ℂ) ^ 2) := by
    rw [← Matrix.eval_charpoly, isingH_charpoly]
    simp only [Polynomial.eval_mul, Polynomial.eval_sub, Polynomial.eval_pow,
      Polynomial.eval_X, Polynomial.eval_C]
  have hv : ∀ v : Fin 2 × Fin 2 → ℂ, isingH J h *ᵥ v = E • v ↔
      (Matrix.scalar (Fin 2 × Fin 2) E - isingH J h) *ᵥ v = 0 := by
    intro v
    have hs : Matrix.scalar (Fin 2 × Fin 2) E *ᵥ v = E • v := by
      ext i
      simp [Matrix.scalar_apply, Matrix.mulVec_diagonal]
    rw [Matrix.sub_mulVec, hs, sub_eq_zero, eq_comm]
  simp_rw [hv]
  rw [Matrix.exists_mulVec_eq_zero_iff, key, mul_eq_zero, sub_sub, sub_eq_zero, sub_eq_zero]

end

end TwoSiteIsing
```

```lean
#print axioms TwoSiteIsing.isingH_eq_majoranaH
#print axioms TwoSiteIsing.parity_jwMajorana
#print axioms TwoSiteIsing.majoranaH_quartic
#print axioms TwoSiteIsing.isingH_eigenvalue_iff
```

```
'TwoSiteIsing.isingH_eq_majoranaH' depends on axioms: [propext, Classical.choice, Quot.sound]
'TwoSiteIsing.parity_jwMajorana' depends on axioms: [propext, Classical.choice, Quot.sound]
'TwoSiteIsing.majoranaH_quartic' depends on axioms: [propext, Classical.choice, Quot.sound]
'TwoSiteIsing.isingH_eigenvalue_iff' depends on axioms: [propext, Classical.choice, Quot.sound]
```

## How the Lean objects match the spin model

`TwoQubitOp` is the type of complex matrices with rows and columns labelled by pairs in `Fin 2 × Fin 2`, one label per spin. The symbol `⊗ₖ` is the Kronecker product, and `isingH J h` is the spin Hamiltonian, with real parameters converted to complex numbers. In the code itself `I` is the imaginary unit and `X` the polynomial variable; the identity matrix is written `1` and the Pauli matrix $X$ is `pauliX`.

The list `jwMajorana` holds the four Jordan-Wigner operators for two qubits; the transformation for longer chains is not treated. `IsMajorana` states the square and anticommutation relations, without requiring Hermiticity. `majoranaH` and `parity` make sense for four elements of any complex algebra, so `majoranaH_sq` and `majoranaH_quartic` are independent of the matrix representation.

`isingH_eq_majoranaH` and `parity_jwMajorana` connect that algebra to the spins. `isingH_charpoly` gives the characteristic polynomial, and `isingH_eigenvalue_iff` characterises the eigenvalues through nonzero eigenvectors. There `E` may be any complex number, but both alternatives force it to be real.

## How the checked proof is assembled

`pauli_mul` verifies the Pauli table entry by entry. `jwMajorana_witness` goes through the index pairs and reduces each relation to that table, which also yields the Hamiltonian and parity identities.

The lemmas `bilinear_sq`, `bilinear_anticomm` and `bilinear_comm` are the three rules used above for $p,q,r$. Inside them, `noncomm_ring` regroups products without exchanging factors; every exchange comes from an explicit rewrite with an anticommutation relation. In `majoranaH_sq`, the first `calc` step expands the square, and the second inserts the rules and collects coefficients with `module`. `majoranaH_quartic` proves $P^2=1$ and multiplies the two factors.

`paritySectors` reorders the basis, and `isingH_blocks` checks the resulting entries. `isingH_charpoly` then uses three facts: reindexing preserves the characteristic polynomial, block polynomials multiply, and a $2\times2$ polynomial is given by trace and determinant. In `isingH_eigenvalue_iff`, `key` evaluates the polynomial at `E`, and `hv` rewrites the eigenvector equation as a kernel equation.

## Scope, a missing string, and unequal fields

The theorems hold for all real $J$ and $h$, including zero, and concern two sites with one bond and a uniform field. They say nothing about rounding in a numerical eigensolver. The step left to the user is to identify the system at hand, whether a physical pair of spins or an array in a program, with `isingH`.

The anticommutation relations between different sites matter. Omit the Jordan-Wigner string, the factor $Z$ on the first qubit, and take $XI,YI,IX,IY$. All four still square to 1, and the two operators on each site still anticommute, but operators on different sites commute. At $h=0$ the quadratic expression becomes $H=iJ\,YX$. For $J\ne0$ this is not Hermitian, so it serves as an algebraic counter-example and is not a spin Hamiltonian. It satisfies $H^2=-J^2$ and
$$(H^2-J^2)(H^2-J^2-4h^2)=4J^4,$$
which is nonzero for $J\ne0$. The squares and the on-site relations alone therefore do not imply the quartic identity.

The same algebra handles different fields $h_1,h_2$ on the two sites, although no theorem above states this case. With $H=iJp+i(h_1q+h_2r)$, the cross terms with $p$ cancel as before, and
$$H^2=J^2+h_1^2+h_2^2+2h_1h_2P.$$
For the spin matrices the energies are $\pm\sqrt{J^2+(h_1+h_2)^2}$ for aligned spins and $\pm\sqrt{J^2+(h_1-h_2)^2}$ for opposite spins.
